# In d ≥ 2 dimensions, free photon modes and ghosts together weigh as d − 2 massless scalars, up to a gauge constant

For a nonzero Euclidean momentum $k\in\mathbb R^d$ and gauge parameter $\xi>0$, the photon kernel $K=k^2\,1-(1-1/\xi)\,kk^T$ has determinant $(k^2)^d/\xi$. Over a finite set $S$ of such momenta,

$$\prod_{k\in S}(\det K)^{-1/2}\,k^2=\prod_{k\in S}\sqrt\xi\,(k^2)^{-(d-2)/2}.$$

## Too many components

A covariant gauge keeps all $d$ components of the photon field $A$, although in four dimensions light has only two polarisations. In the path integral, the ghost factor removes the surplus. For a non-interacting field with finitely many modes, the formula shows this count, which also enters the free energy of black-body radiation.

The parameter $\xi$ sets how widely the longitudinal part $k\cdot A$ may fluctuate. The ghost factor $k^2$ is the Faddeev–Popov determinant for one mode, the eigenvalue of $-\partial^2$.

## The action is positive

Acting on an amplitude, the kernel gives $KA=k^2A-(1-1/\xi)(k\cdot A)\,k$. Expanding the squared field strength gives

$$\sum_{i,j}(k_iA_j-k_jA_i)^2=2\left[k^2A^2-(k\cdot A)^2\right],$$

and therefore

$$A\cdot KA=\tfrac12\sum_{i,j}(k_iA_j-k_jA_i)^2+\frac{(k\cdot A)^2}{\xi}.$$

Let $A\neq0$. If $k\cdot A=0$, this equals $k^2A^2>0$; otherwise the last term is positive and the first is not negative. So the Gaussian integral of $e^{-A\cdot KA/2}$ converges, and it is proportional to $(\det K)^{-1/2}$.

## Determinant and mode count

Write $K=k^2(1-c\,kk^T)$ with $c=(1-1/\xi)/k^2$. Since $\det(1+UV)=\det(1+VU)$ for any matrices $U$, $V$ of matching shapes, the second factor has determinant $1-ck^2=1/\xi$. Each of the $d$ rows contributes a factor $k^2$, so $\det K=(k^2)^d/\xi$. Then

$$(\det K)^{-1/2}k^2=\sqrt\xi\,(k^2)^{-d/2+1}=\sqrt\xi\,(k^2)^{-(d-2)/2}.$$

A massless real scalar has weight $(k^2)^{-1/2}$ per mode. For $d=n+2$, taking the product over $S$ and dividing by $\sqrt\xi$ per mode leaves the $n$-th power of $\prod_{k\in S}(k^2)^{-1/2}$, the weight of one scalar field.

In $d=2$ nothing depends on $k$: the weight is $\sqrt\xi$. In $d=1$ the kernel is the number $k^2/\xi$, and the weight is $\sqrt\xi\,(k^2)^{1/2}$, as the formula says.

## The statement in Lean

Momenta and amplitudes are functions `ι → ℝ` on a finite index type, with $d$ = `Fintype.card ι`, and `k ⬝ᵥ k` is $k^2$. The matrix `vecMulVec k k` is $kk^T$.

- `gaugeKernel_det` states $\xi\det K=(k^2)^d$ for $\xi\ne0$ and $k\neq0$.
- `partitionFunction_eq` gives the product formula and its positivity for $\xi>0$.
- `ghosts_cancel_two_modes` compares with $n$ scalars when $d=n+2$.

The name `partitionFunction` means only the product of mode weights, without the Gaussian constants $(2\pi)^{d/2}$ and without zero modes. It also omits the normalisation of the Gaussian average over gauge conditions, a factor $\xi^{-1/2}$ per mode, which would cancel the $\sqrt\xi$. That the field integral reduces to this finite product is put in through the definition of `modeWeight`; it is not derived.

The exponent needs care. The cast in `(Fintype.card ι : ℝ) - 2` makes the subtraction real. Subtraction of natural numbers would stop at zero and give the wrong power in $d=1$.

```lean
import Mathlib

open Matrix

namespace GaugeFixedModeDeterminant

noncomputable section

variable {ι : Type*} [Fintype ι]

/-- A nonzero Euclidean momentum has positive square. -/
theorem momentum_sq_pos {k : ι → ℝ} (hk : k ≠ 0) : 0 < k ⬝ᵥ k := by
  obtain ⟨i, hi⟩ := Function.ne_iff.mp hk
  exact Finset.sum_pos' (fun j _ => mul_self_nonneg (k j))
    ⟨i, Finset.mem_univ i, mul_self_pos.mpr hi⟩

/-- The squared field strength of a mode with momentum `k` and amplitude `A`, summed over both
indices, is `2 (k² A² - (k·A)²)`. -/
theorem field_strength_sq (k A : ι → ℝ) :
    ∑ i, ∑ j, (k i * A j - k j * A i) ^ 2
      = 2 * ((k ⬝ᵥ k) * (A ⬝ᵥ A) - (k ⬝ᵥ A) ^ 2) := by
  have e : ∀ i j, (k i * A j - k j * A i) ^ 2
      = (k i * k i) * (A j * A j) + (A i * A i) * (k j * k j)
        - 2 * ((k i * A i) * (k j * A j)) := fun i j => by ring
  simp only [e, Finset.sum_sub_distrib, Finset.sum_add_distrib, ← Finset.mul_sum,
    ← Finset.sum_mul, dotProduct]
  ring

variable [DecidableEq ι]

/-- The gauge-fixed photon kernel `K = k² - (1 - 1/ξ) k kᵀ` in Euclidean momentum space,
for gauge parameter `ξ ≠ 0`. -/
def gaugeKernel (ξ : ℝ) (k : ι → ℝ) : Matrix ι ι ℝ :=
  (k ⬝ᵥ k) • (1 : Matrix ι ι ℝ) - (1 - 1 / ξ) • vecMulVec k k

/-- The one-loop weight of a mode, for `ξ > 0` and `k ≠ 0`: the Gaussian factor `det(K)^(-1/2)`
of the photon field times the ghost factor `k²`. -/
def modeWeight (ξ : ℝ) (k : ι → ℝ) : ℝ :=
  (gaugeKernel ξ k).det ^ (-(1 / 2) : ℝ) * (k ⬝ᵥ k)

/-- The product of the one-loop weights over a finite set of nonzero modes, for `ξ > 0`. -/
def partitionFunction (ξ : ℝ) (S : Finset (ι → ℝ)) : ℝ :=
  ∏ k ∈ S, modeWeight ξ k

/-- The kernel multiplies an amplitude `A` by `k²` and subtracts `(1 - 1/ξ) (k·A)` times `k`. -/
theorem gaugeKernel_mulVec (ξ : ℝ) (k A : ι → ℝ) :
    gaugeKernel ξ k *ᵥ A = (k ⬝ᵥ k) • A - ((1 - 1 / ξ) * (k ⬝ᵥ A)) • k := by
  have h : vecMulVec k k *ᵥ A = (k ⬝ᵥ A) • k := by
    ext i
    simp only [Matrix.mulVec, dotProduct, vecMulVec_apply, Pi.smul_apply, smul_eq_mul,
      Finset.sum_mul]
    exact Finset.sum_congr rfl fun j _ => by ring
  rw [gaugeKernel, Matrix.sub_mulVec, Matrix.smul_mulVec, Matrix.smul_mulVec,
    Matrix.one_mulVec, h, smul_smul]

/-- The quadratic form of the kernel is the Maxwell term, half the squared field strength,
plus the gauge-fixing term `(k·A)²/ξ`. -/
theorem gaugeKernel_action (ξ : ℝ) (k A : ι → ℝ) :
    A ⬝ᵥ (gaugeKernel ξ k *ᵥ A)
      = (∑ i, ∑ j, (k i * A j - k j * A i) ^ 2) / 2 + (k ⬝ᵥ A) ^ 2 / ξ := by
  rw [field_strength_sq, gaugeKernel_mulVec, dotProduct_sub, dotProduct_smul, dotProduct_smul,
    dotProduct_comm A k, smul_eq_mul, smul_eq_mul]
  ring

/-- For `ξ > 0` and nonzero momentum, the gauge-fixed action of every nonzero amplitude
is positive. -/
theorem gaugeKernel_action_pos {ξ : ℝ} (hξ : 0 < ξ) {k A : ι → ℝ} (hk : k ≠ 0) (hA : A ≠ 0) :
    0 < A ⬝ᵥ (gaugeKernel ξ k *ᵥ A) := by
  rw [gaugeKernel_action]
  by_cases h : k ⬝ᵥ A = 0
  · -- a transverse amplitude is controlled by the Maxwell term
    have hp := mul_pos (momentum_sq_pos hk) (momentum_sq_pos hA)
    rw [field_strength_sq, h]
    simp only [ne_eq, OfNat.ofNat_ne_zero, not_false_eq_true, zero_pow, zero_div, sub_zero,
      add_zero]
    linarith
  · -- otherwise the gauge-fixing term is positive
    have h1 : 0 ≤ ∑ i, ∑ j, (k i * A j - k j * A i) ^ 2 :=
      Finset.sum_nonneg fun i _ => Finset.sum_nonneg fun j _ => sq_nonneg _
    have h2 : 0 < (k ⬝ᵥ A) ^ 2 / ξ := div_pos (by positivity) hξ
    linarith

/-- Subtracting `c k kᵀ` from the identity gives a matrix of determinant `1 - c k²`. -/
theorem det_one_sub_rank_one (c : ℝ) (k : ι → ℝ) :
    ((1 : Matrix ι ι ℝ) - c • vecMulVec k k).det = 1 - c * (k ⬝ᵥ k) := by
  have h : (1 : Matrix ι ι ℝ) - c • vecMulVec k k
      = 1 + (Matrix.of fun (i : ι) (_ : Unit) => -c * k i)
          * (Matrix.of fun (_ : Unit) (j : ι) => k j) := by
    ext i j
    simp only [Matrix.sub_apply, Matrix.add_apply, Matrix.smul_apply, Matrix.mul_apply,
      vecMulVec_apply, Matrix.of_apply, smul_eq_mul, Finset.univ_unique, Finset.sum_singleton]
    ring
  -- exchanging the two factors leaves a one-by-one determinant
  rw [h, Matrix.det_one_add_mul_comm, Matrix.det_unique]
  simp only [Matrix.add_apply, Matrix.one_apply_eq, Matrix.mul_apply, Matrix.of_apply,
    dotProduct, Finset.mul_sum]
  rw [sub_eq_add_neg, ← Finset.sum_neg_distrib]
  congr 1
  exact Finset.sum_congr rfl fun j _ => by ring

/-- In `d` dimensions, for `ξ ≠ 0` and nonzero momentum, the determinant of the gauge-fixed
kernel obeys `ξ det K = (k²)^d`. -/
theorem gaugeKernel_det {ξ : ℝ} (hξ : ξ ≠ 0) {k : ι → ℝ} (hk : k ≠ 0) :
    ξ * (gaugeKernel ξ k).det = (k ⬝ᵥ k) ^ Fintype.card ι := by
  have hs : k ⬝ᵥ k ≠ 0 := (momentum_sq_pos hk).ne'
  have hK : gaugeKernel ξ k
      = (k ⬝ᵥ k) • ((1 : Matrix ι ι ℝ) - ((1 - 1 / ξ) / (k ⬝ᵥ k)) • vecMulVec k k) := by
    rw [gaugeKernel, smul_sub, smul_smul, ← mul_div_assoc, mul_div_cancel_left₀ _ hs]
  have h : ξ * (1 / ξ) = 1 := mul_one_div_cancel hξ
  rw [hK, Matrix.det_smul, det_one_sub_rank_one, div_mul_cancel₀ _ hs]
  linear_combination (k ⬝ᵥ k) ^ Fintype.card ι * h

/-- For `ξ > 0` and a finite set of nonzero modes in `d` dimensions, the product of
`det(K)^(-1/2) k²` is positive and equals the product of `√ξ (k²)^(-(d-2)/2)`. -/
theorem partitionFunction_eq {ξ : ℝ} (hξ : 0 < ξ) (S : Finset (ι → ℝ))
    (hS : ∀ k ∈ S, k ≠ 0) :
    0 < partitionFunction ξ S ∧
      partitionFunction ξ S
        = ∏ k ∈ S, √ξ * (k ⬝ᵥ k) ^ (-((Fintype.card ι : ℝ) - 2) / 2) := by
  have key : partitionFunction ξ S
      = ∏ k ∈ S, √ξ * (k ⬝ᵥ k) ^ (-((Fintype.card ι : ℝ) - 2) / 2) := by
    refine Finset.prod_congr rfl fun k hk => ?_
    have hs := momentum_sq_pos (hS k hk)
    have hdet : (gaugeKernel ξ k).det = (k ⬝ᵥ k) ^ Fintype.card ι / ξ := by
      rw [eq_div_iff hξ.ne', mul_comm]
      exact gaugeKernel_det hξ.ne' (hS k hk)
    -- the ghost factor raises the exponent -d/2 by one
    have he : -((Fintype.card ι : ℝ) - 2) / 2 = (Fintype.card ι : ℝ) * (-(1 / 2)) + 1 := by
      ring
    rw [modeWeight, hdet, Real.div_rpow (pow_nonneg hs.le _) hξ.le,
      ← Real.rpow_natCast (k ⬝ᵥ k) (Fintype.card ι), ← Real.rpow_mul hs.le,
      Real.rpow_neg hξ.le, ← Real.sqrt_eq_rpow, he, Real.rpow_add hs, Real.rpow_one,
      div_inv_eq_mul]
    ring
  refine ⟨?_, key⟩
  rw [key]
  exact Finset.prod_pos fun k hk =>
    mul_pos (Real.sqrt_pos.mpr hξ) (Real.rpow_pos_of_pos (momentum_sq_pos (hS k hk)) _)

/-- In `n + 2` dimensions, for `ξ > 0` and nonzero modes, the product of the one-loop weights
divided by `√ξ` per mode is the `n`-th power of the product of `(k²)^(-1/2)`, the weight of one
massless real scalar. -/
theorem ghosts_cancel_two_modes {ξ : ℝ} (hξ : 0 < ξ) {n : ℕ} (hn : Fintype.card ι = n + 2)
    (S : Finset (ι → ℝ)) (hS : ∀ k ∈ S, k ≠ 0) :
    partitionFunction ξ S / √ξ ^ S.card
      = (∏ k ∈ S, (k ⬝ᵥ k) ^ (-(1 / 2) : ℝ)) ^ n := by
  rw [(partitionFunction_eq hξ S hS).2, Finset.prod_mul_distrib, Finset.prod_const,
    mul_div_cancel_left₀ _ (pow_ne_zero _ (Real.sqrt_pos.mpr hξ).ne'), ← Finset.prod_pow]
  refine Finset.prod_congr rfl fun k hk => ?_
  rw [← Real.rpow_natCast, ← Real.rpow_mul (momentum_sq_pos (hS k hk)).le, hn]
  congr 1
  push_cast
  ring

end

end GaugeFixedModeDeterminant
```

```lean
#print axioms GaugeFixedModeDeterminant.gaugeKernel_action_pos
-- 'GaugeFixedModeDeterminant.gaugeKernel_action_pos' depends on axioms: [propext, Classical.choice, Quot.sound]
#print axioms GaugeFixedModeDeterminant.ghosts_cancel_two_modes
-- 'GaugeFixedModeDeterminant.ghosts_cancel_two_modes' depends on axioms: [propext, Classical.choice, Quot.sound]
```

## From the rank-one determinant to the scalar fields

`field_strength_sq` expands the double sum, and `gaugeKernel_action` combines it with the action of $K$ from `gaugeKernel_mulVec`. `gaugeKernel_action_pos` splits on whether $k\cdot A$ vanishes, as above. These lemmas justify the Gaussian factor; the determinant theorem does not use them.

In `det_one_sub_rank_one`, the matrix $-c\,kk^T$ is written as a column times a row, using the one-element type `Unit`. `Matrix.det_one_add_mul_comm` exchanges them and leaves a one-by-one determinant. `gaugeKernel_det` then factors out $k^2$, with `Matrix.det_smul` supplying the power $d$.

`partitionFunction_eq` works mode by mode. The `Real.rpow` lemmas split the power of the quotient and multiply the exponents. The equation `he` records that the ghost factor raises $-d/2$ by one; splitting the power at this sum uses $k^2>0$, from `momentum_sq_pos`. The last theorem cancels $\sqrt\xi$ to the power `S.card` and compares the exponents for each $k$.
